# The Hadamard gate and the T gate are unitary

The lemma says that two gates on a single qubit, the Hadamard gate and the T gate, are unitary. Both are complex two-by-two matrices: the Hadamard gate is 1/√2 times the matrix with rows (1, 1) and (1, −1), and the T gate is diagonal with entries 1 and exp(iπ/4). Unitary means that the matrix times its conjugate transpose is the identity, so that the gate preserves the norm of every state. The proof takes the gates in turn, first working out the conjugate transpose and then checking the product entry by entry.

As first written in Lean, the proof fails:

```lean
import Mathlib

open Matrix

namespace GatesUnitary

noncomputable section

/-- Operators on one qubit, as complex two-by-two matrices. -/
abbrev Gate := Matrix (Fin 2) (Fin 2) ℂ

/-- The Hadamard gate. -/
def hadamard : Gate := ((Real.sqrt 2 : ℝ) : ℂ)⁻¹ • !![1, 1; 1, -1]

/-- The phase gate, which multiplies the second basis state by `exp (i θ)`. -/
def phaseGate (θ : ℝ) : Gate := !![1, 0; 0, Complex.exp (θ * Complex.I)]

/-- The T gate: the phase gate with angle `π / 4`. -/
def tGate : Gate := phaseGate (Real.pi / 4)

/-- The Hadamard gate and the T gate are unitary. -/
theorem gates_unitary : hadamard ∈ Matrix.unitaryGroup (Fin 2) ℂ ∧
    tGate ∈ Matrix.unitaryGroup (Fin 2) ℂ := by
  constructor
  · have hs : ((Real.sqrt 2 : ℝ) : ℂ)⁻¹ * ((Real.sqrt 2 : ℝ) : ℂ)⁻¹ = 1 / 2 := by
      rw [← mul_inv, ← Complex.ofReal_mul, Real.mul_self_sqrt (by norm_num)]
      norm_num
    have hH : hadamardᴴ = hadamard := by
      ext i j
      fin_cases i <;> fin_cases j <;> simp [hadamard]
    rw [Matrix.mem_unitaryGroup_iff, Matrix.star_eq_conjTranspose, hH, hadamard,
      Matrix.smul_mul, Matrix.mul_smul, smul_smul, hs, Matrix.mul_fin_two]
    ext i j
    fin_cases i <;> fin_cases j <;> norm_num [Matrix.one_apply]
  · have hT : tGateᴴ = !![1, 0; 0, Complex.exp (-((Real.pi / 4 : ℝ) * Complex.I))] := by
      ext i j
      fin_cases i <;> fin_cases j <;> simp [tGate, phaseGate, ← Complex.exp_conj]
    rw [Matrix.mem_unitaryGroup_iff, Matrix.star_eq_conjTranspose, hT, tGate, phaseGate,
      Matrix.mul_fin_two]
    ext i j
    fin_cases i <;> fin_cases j <;> simp [← Complex.exp_add]

end

end GatesUnitary
```

Compiling this gives:

```
Main.lean:35:86: error: unsolved goals
case «1».«1»
⊢ Complex.exp (-(↑Real.pi / (starRingEnd ℂ) 4 * Complex.I)) = Complex.exp (-(↑Real.pi / 4 * Complex.I))
```

What went wrong. The one error is in `hT`, the formula for the conjugate transpose of the T gate, at the lower right entry. The two sides left over differ only in that the left has `(starRingEnd ℂ) 4`, the complex conjugate of 4, where the right has 4. They are equal, but `simp` did not finish the step. The angle is the real number π/4 cast to the complex numbers. `simp` split this cast into a quotient and took the conjugate of each part; it simplified the conjugate of π but left that of 4 standing.

The repair proves `hT` for the phase gate with any real angle `θ`. The cast of a variable can't be split, so `simp` sees the conjugate of a real number, which is that number, and no numeral gets in the way. Since `hT` is now about `phaseGate θ`, the later `rw` has to unfold `tGate` before using it, hence the new order. Dropping `tGate` from the `simp` list is only tidying, as the new statement doesn't mention it.

This version goes through:

```diff
@@ -33,8 +33,8 @@
     ext i j
     fin_cases i <;> fin_cases j <;> norm_num [Matrix.one_apply]
-  · have hT : tGateᴴ = !![1, 0; 0, Complex.exp (-((Real.pi / 4 : ℝ) * Complex.I))] := by
+  · have hT (θ : ℝ) : (phaseGate θ)ᴴ = !![1, 0; 0, Complex.exp (-(θ * Complex.I))] := by
       ext i j
-      fin_cases i <;> fin_cases j <;> simp [tGate, phaseGate, ← Complex.exp_conj]
-    rw [Matrix.mem_unitaryGroup_iff, Matrix.star_eq_conjTranspose, hT, tGate, phaseGate,
+      fin_cases i <;> fin_cases j <;> simp [phaseGate, ← Complex.exp_conj]
+    rw [Matrix.mem_unitaryGroup_iff, Matrix.star_eq_conjTranspose, tGate, hT, phaseGate,
       Matrix.mul_fin_two]
     ext i j
```
